# The π components of a lattice momentum built from 0 and π recover the chosen set of directions

The Brillouin zone of a `d`-dimensional simple cubic lattice is modelled as `Fin d → Real.Angle`. With the lattice spacing set to 1, each momentum component is a real number modulo 2π. For a finite set `S` of directions, `corner S` is the momentum with component π in the directions of `S` and 0 in the others. The name is used for every such choice, including `S` empty, which gives zero momentum. `piSet k` collects the directions in which `k` has component π. The theorem `piSet_corner` states `piSet (corner S) = S`; no Hamiltonian or dispersion enters. The attempt uses `ext i`, splits on `i ∈ S`, and in each case calls `simp` with both definitions to unfold.

An attempt in Lean 4 with a fault in it:

```lean
import Mathlib

open Real Matrix

namespace FermionDoubling

noncomputable section

/-- The Brillouin zone of the `d`-dimensional cubic lattice: each momentum component is a real
number modulo `2π`. -/
abbrev Torus (d : ℕ) := Fin d → Real.Angle

variable {d : ℕ}

open Classical in
/-- The set of directions in which the momentum component equals `π`. -/
def piSet (k : Torus d) : Finset (Fin d) :=
  Finset.univ.filter fun i => k i = (π : Real.Angle)

/-- The momentum with components `π` in the directions of `S` and `0` in the others. -/
def corner (S : Finset (Fin d)) : Torus d :=
  fun i => if i ∈ S then (π : Real.Angle) else 0

/-- The directions in which the corner momentum built on `S` equals `π` are those of `S`. -/
theorem piSet_corner (S : Finset (Fin d)) : piSet (corner S) = S := by
  ext i
  by_cases h : i ∈ S
  · simp [piSet, corner, h]
  · simp [piSet, corner, h, Real.Angle.pi_ne_zero.symm]

end

end FermionDoubling
```

The compiler's answer:

```
Main.lean:28:2: error: unsolved goals
case pos
d : ℕ
S : Finset (Fin d)
i : Fin d
h : i ∈ S
⊢ i ∈ {i | (if i ∈ S then ↑π else 0) = ↑π}
```

Diagnosis. The message concerns the case `i ∈ S`. There `h` has reduced the equivalence to its left side, membership of `i` in a filtered finset, printed in set-builder form. The `i` inside the braces is a bound variable, so `h`, which is about the fixed `i`, cannot decide the `if`. `Finset.mem_filter` would put the fixed `i` in its place, but it did not fire.

The obstacle is an argument that the message does not print. `Finset.filter` also takes a decidability instance for its predicate. Unfolding `piSet` gives an instance for `corner S i = π`. `simp` then unfolds `corner` in the predicate but leaves the instance in its old form. The two agree only after `corner` is unfolded, which `simp` does not do when it matches a lemma's instance argument, so `Finset.mem_filter` is not applied.

The repair fixes the order. The `simp only` step unfolds `piSet` but not `corner`, so predicate and instance still match. `Finset.mem_filter`, `Finset.mem_univ` and `true_and` then turn the membership into `corner S i = π` at the fixed `i`. Now `simp [corner, h]` can unfold `corner`, `h` selects the `then` branch, and π = π closes the goal.

No message is reported for the second case. It receives the same two-step form, where `h` selects the value 0 and `Real.Angle.pi_ne_zero.symm` refutes 0 = π.

The repair, with which the file compiles:

```diff
@@ -26,6 +26,8 @@
   ext i
   by_cases h : i ∈ S
-  · simp [piSet, corner, h]
-  · simp [piSet, corner, h, Real.Angle.pi_ne_zero.symm]
+  · simp only [piSet, Finset.mem_filter, Finset.mem_univ, true_and]
+    simp [corner, h]
+  · simp only [piSet, Finset.mem_filter, Finset.mem_univ, true_and]
+    simp [corner, h, Real.Angle.pi_ne_zero.symm]
 
 end
```
